# At fixed nonzero momentum, a smaller speed of light lowers a free electron's relativistic kinetic energy

In atomic units, with the electron mass equal to 1, a free electron of momentum $p$ has the relativistic kinetic energy

$$K_c(p)=\sqrt{p^2c^2+c^4}-c^2 .$$

For every real $p$ and every $c>0$,

$$\frac{p^2}{2}-\frac{p^4}{8c^2}\;\le\;K_c(p)\;\le\;\frac{p^2}{2},$$

and $K_c(p)$ is strictly increasing in $c$ on $(0,\infty)$ exactly when $p\neq 0$.

## The speed of light as an input number

In atomic units the speed of light is the inverse of the fine-structure constant. A relativistic electronic-structure program holds it as a number, which may be rounded or deliberately changed. For a free electron of fixed momentum, the result gives the sign of the resulting kinetic-energy error and bounds its size.

The upper bound $p^2/2$ is the Newtonian energy. The term $-p^4/(8c^2)$ is the mass-velocity correction.

In an atom, changing $c$ also changes the orbital, and with it the momentum distribution and the potential energy. The step from a free electron of fixed momentum to a re-optimised bound state needs a separate argument.

## Momenta, amplitudes and the Lean statements

`kinetic c p` is $K_c(p)$, with the speed of light as first argument. Both arguments are real; in three dimensions `p` is the magnitude of the momentum. Positivity of $c$ is a hypothesis of the theorems where it is needed.

- `kinetic_bounds` is the pair of inequalities above.
- `kinetic_strictMonoOn_iff` says that $c\mapsto K_c(p)$ is strictly increasing on `Set.Ioi 0`, the open half-line $(0,\infty)$, if and only if $p\ne0$.
- `kinetic_error_lt` says that for $0<c<c'$ and $p\neq0$,
$$K_{c'}(p)-K_c(p)<\frac{p^4}{8c^2}-\frac{p^4}{8c'^2}.$$
- `stateKinetic_lt` treats a finite superposition with complex amplitudes $a_i$ and momenta $p_i$. Its energy $\sum_i|a_i|^2K_c(p_i)$ strictly drops when $c'$ is lowered to $c>0$, provided that some $i$ has $a_i\ne0$ and $p_i\neq0$.
- `kinetic_tendsto` says that $K_c(p)\to p^2/2$ as $c\to\infty$.

The sum in `stateKinetic` is a definition. It is the usual expectation value if the plane waves are orthonormal, as in a periodic box, and $\sum_i|a_i|^2=1$. For unnormalised amplitudes the expectation value is the sum divided by $\sum_i|a_i|^2$. This divisor is positive under the hypothesis and independent of $c$, so the inequality keeps its direction.

## One quadratic relation for the excess

Let $g=\sqrt{p^2+c^2}-c$. This is the total energy divided by $c$, less its rest value; the file calls it `excess`, which is not a textbook name. Since $\sqrt{p^2+c^2}\ge|c|\ge c$, we have $g\ge0$. Squaring $g+c=\sqrt{p^2+c^2}$ gives the mass-shell relation

$$g^2+2cg=p^2 .$$

**Upper bound.** For $c>0$, $\sqrt{p^2c^2+c^4}=c\sqrt{p^2+c^2}$, so $K_c(p)=cg$. By the mass shell,
$$K_c(p)=\frac{p^2}{2}-\frac{g^2}{2}\le\frac{p^2}{2}.$$

**Lower bound.** Squaring the mass shell gives $p^4=4c^2g^2+4cg^3+g^4$. Dividing by $8c^2$ and solving for $g^2/2$,
$$K_c(p)=\frac{p^2}{2}-\frac{p^4}{8c^2}+R_c,\qquad R_c=\frac{g^3}{2c}+\frac{g^4}{8c^2}\ge0 .$$

**Monotonicity.** Let $0<c<c'$ and $p\neq0$, and let $g'$ be the excess for $c'$. Then $g>0$, because $g=0$ would give $p^2=0$. Subtracting the two mass-shell relations,
$$0=(g'-g)(g'+g)+2c'(g'-g)+2(c'-c)g .$$
If $g'\ge g$, the right side is positive, a contradiction. Hence $0\le g'<g$, so $g'^2<g^2$ and $K_{c'}(p)>K_c(p)$. For $p=0$, $K_c(0)=\sqrt{c^4}-c^2=0$ for every $c$, so the increase is not strict.

**Error.** Passing from $c$ to $c'$ shrinks the numerators of $R_c$ and enlarges its denominators, so $R_{c'}<R_c$. Subtracting the two remainder formulas gives the error bound.

**Superpositions and the limit.** In $\sum_i|a_i|^2K_c(p_i)$ no term decreases when $c$ is raised, and a term with $a_i\neq0$ and $p_i\neq0$ strictly increases. As $c\to\infty$, both bounds on $K_c(p)$ tend to $p^2/2$, and so does $K_c(p)$.

## The complete Lean source

```lean
import Mathlib

open Filter Topology

namespace NumericalSpeedOfLight

noncomputable section

/-- Relativistic kinetic energy of an electron of momentum `p`, in atomic units, when the
speed of light is given the value `c`. -/
def kinetic (c p : ℝ) : ℝ := √(p ^ 2 * c ^ 2 + c ^ 4) - c ^ 2

/-- The amount by which `√(p² + c²)`, for `c > 0` the total energy divided by `c`, exceeds its rest
value `c`. -/
def excess (c p : ℝ) : ℝ := √(p ^ 2 + c ^ 2) - c

/-- The sum `∑ i, ‖a i‖² * kinetic c (p i)`. If `∑ i, ‖a i‖² = 1`, it is the kinetic energy of a
finite superposition of orthonormal plane waves with amplitudes `a i` and momenta `p i`, when the
speed of light is given the value `c`. -/
def stateKinetic {ι : Type*} [Fintype ι] (a : ι → ℂ) (p : ι → ℝ) (c : ℝ) : ℝ :=
  ∑ i, ‖a i‖ ^ 2 * kinetic c (p i)

/-- The mass-shell relation, written for the excess `g`: `g² + 2cg = p²`. -/
theorem mass_shell (c p : ℝ) : excess c p ^ 2 + 2 * c * excess c p = p ^ 2 := by
  have h : √(p ^ 2 + c ^ 2) ^ 2 = p ^ 2 + c ^ 2 := Real.sq_sqrt (by positivity)
  unfold excess
  linear_combination h

/-- The excess is never negative. -/
theorem excess_nonneg (c p : ℝ) : 0 ≤ excess c p := by
  have h : |c| ≤ √(p ^ 2 + c ^ 2) := Real.abs_le_sqrt (by nlinarith [sq_nonneg p])
  unfold excess
  linarith [le_abs_self c]

/-- For a moving electron the excess strictly decreases when the positive speed of light is
raised. -/
theorem excess_lt {c c' p : ℝ} (hc : 0 < c) (hcc : c < c') (hp : p ≠ 0) :
    excess c' p < excess c p := by
  have h := mass_shell c p
  have h' := mass_shell c' p
  have g0 := excess_nonneg c p
  have hp2 : 0 < p ^ 2 := by positivity
  have gpos : 0 < excess c p := by
    rcases g0.eq_or_lt with h0 | h0
    · rw [← h0] at h
      linarith
    · exact h0
  by_contra hn
  have hle : excess c p ≤ excess c' p := not_lt.mp hn
  -- both excesses solve the mass-shell relation for the same momentum
  nlinarith [mul_pos (sub_pos.mpr hcc) gpos,
    mul_nonneg (hc.trans hcc).le (sub_nonneg.mpr hle),
    mul_nonneg (sub_nonneg.mpr hle) (add_nonneg g0 (excess_nonneg c' p))]

/-- For `c > 0` the kinetic energy falls short of the Newtonian value `p²/2` by exactly half
the square of the excess. -/
theorem kinetic_eq {c : ℝ} (hc : 0 < c) (p : ℝ) :
    kinetic c p = p ^ 2 / 2 - excess c p ^ 2 / 2 := by
  have h : √(p ^ 2 * c ^ 2 + c ^ 4) = c * √(p ^ 2 + c ^ 2) := by
    rw [show p ^ 2 * c ^ 2 + c ^ 4 = c ^ 2 * (p ^ 2 + c ^ 2) by ring,
      Real.sqrt_mul (sq_nonneg c), Real.sqrt_sq hc.le]
  have hk : kinetic c p = c * excess c p := by
    unfold kinetic excess
    rw [h]
    ring
  linear_combination hk + mass_shell c p / 2

/-- For `c > 0`, the exact remainder of the kinetic energy beyond the Newtonian term and the
mass-velocity correction `-p⁴/(8c²)`, in terms of the excess. -/
theorem kinetic_remainder {c : ℝ} (hc : 0 < c) (p : ℝ) :
    kinetic c p = p ^ 2 / 2 - p ^ 4 / (8 * c ^ 2)
      + (excess c p ^ 3 / (2 * c) + excess c p ^ 4 / (8 * c ^ 2)) := by
  rw [kinetic_eq hc, show p ^ 4 = (p ^ 2) ^ 2 by ring, ← mass_shell c p]
  field_simp
  ring

/-- For `c > 0` the relativistic kinetic energy lies between the Newtonian value with the
mass-velocity correction and the Newtonian value itself. -/
theorem kinetic_bounds {c : ℝ} (hc : 0 < c) (p : ℝ) :
    p ^ 2 / 2 - p ^ 4 / (8 * c ^ 2) ≤ kinetic c p ∧ kinetic c p ≤ p ^ 2 / 2 := by
  have g0 := excess_nonneg c p
  constructor
  · rw [kinetic_remainder hc]
    have : 0 ≤ excess c p ^ 3 / (2 * c) + excess c p ^ 4 / (8 * c ^ 2) := by positivity
    linarith
  · rw [kinetic_eq hc]
    linarith [sq_nonneg (excess c p)]

/-- An electron at rest has no kinetic energy, whatever the value of `c`. -/
theorem kinetic_zero (c : ℝ) : kinetic c 0 = 0 := by
  unfold kinetic
  rw [show (0 : ℝ) ^ 2 * c ^ 2 + c ^ 4 = (c ^ 2) ^ 2 by ring, Real.sqrt_sq (sq_nonneg c),
    sub_self]

/-- The kinetic energy at fixed momentum is strictly increasing in the positive speed of light
if and only if the momentum is nonzero. -/
theorem kinetic_strictMonoOn_iff (p : ℝ) :
    StrictMonoOn (fun c => kinetic c p) (Set.Ioi (0 : ℝ)) ↔ p ≠ 0 := by
  constructor
  · intro h hp
    subst hp
    have h12 := h (show (1 : ℝ) ∈ Set.Ioi (0 : ℝ) by simp)
      (show (2 : ℝ) ∈ Set.Ioi (0 : ℝ) by simp) one_lt_two
    simp only [kinetic_zero, lt_self_iff_false] at h12
  · intro hp c hc c' hc' hcc
    change kinetic c p < kinetic c' p
    rw [kinetic_eq hc, kinetic_eq hc']
    -- a smaller excess means a smaller deficit from the Newtonian value
    nlinarith [excess_lt hc hcc hp, excess_nonneg c' p]

/-- For a moving electron and `0 < c < c'`, the kinetic energy lost by using `c` in place of `c'` is
less than the resulting drop in the mass-velocity correction `-p⁴/(8c²)`. -/
theorem kinetic_error_lt {c c' p : ℝ} (hc : 0 < c) (hcc : c < c') (hp : p ≠ 0) :
    kinetic c' p - kinetic c p < p ^ 4 / (8 * c ^ 2) - p ^ 4 / (8 * c' ^ 2) := by
  have hc' : 0 < c' := hc.trans hcc
  have g0 := excess_nonneg c p
  have g0' := excess_nonneg c' p
  have hlt := excess_lt hc hcc hp
  have hle := hlt.le
  have hcle := hcc.le
  -- both parts of the remainder shrink as the speed of light grows
  have h3 : excess c' p ^ 3 / (2 * c') < excess c p ^ 3 / (2 * c) :=
    calc excess c' p ^ 3 / (2 * c') < excess c p ^ 3 / (2 * c') := by gcongr
      _ ≤ excess c p ^ 3 / (2 * c) := by gcongr
  have h4 : excess c' p ^ 4 / (8 * c' ^ 2) ≤ excess c p ^ 4 / (8 * c ^ 2) := by gcongr
  rw [kinetic_remainder hc, kinetic_remainder hc']
  linarith

/-- If a superposition contains a plane wave of nonzero momentum with nonzero amplitude, then
lowering the speed of light from `c'` to a positive `c` strictly lowers the sum `stateKinetic`. -/
theorem stateKinetic_lt {ι : Type*} [Fintype ι] (a : ι → ℂ) (p : ι → ℝ) {c c' : ℝ}
    (hc : 0 < c) (hcc : c < c') (h : ∃ i, a i ≠ 0 ∧ p i ≠ 0) :
    stateKinetic a p c < stateKinetic a p c' := by
  have hlt : ∀ q : ℝ, q ≠ 0 → kinetic c q < kinetic c' q := fun q hq =>
    (kinetic_strictMonoOn_iff q).mpr hq hc (hc.trans hcc) hcc
  obtain ⟨j, haj, hpj⟩ := h
  unfold stateKinetic
  refine Finset.sum_lt_sum (fun i _ => ?_) ⟨j, Finset.mem_univ j, ?_⟩
  · refine mul_le_mul_of_nonneg_left ?_ (sq_nonneg _)
    by_cases hq : p i = 0
    · rw [hq, kinetic_zero, kinetic_zero]
    · exact (hlt _ hq).le
  · exact mul_lt_mul_of_pos_left (hlt _ hpj) (pow_pos (norm_pos_iff.mpr haj) 2)

/-- As the speed of light tends to infinity, the kinetic energy tends to the Newtonian value
`p²/2`. -/
theorem kinetic_tendsto (p : ℝ) :
    Tendsto (fun c => kinetic c p) atTop (𝓝 (p ^ 2 / 2)) := by
  have hden : Tendsto (fun c : ℝ => 8 * c ^ 2) atTop atTop :=
    (tendsto_pow_atTop two_ne_zero).const_mul_atTop (by norm_num)
  have hlow : Tendsto (fun c : ℝ => p ^ 2 / 2 - p ^ 4 / (8 * c ^ 2)) atTop
      (𝓝 (p ^ 2 / 2)) := by
    simpa using (tendsto_const_nhds (x := p ^ 2 / 2)).sub (hden.const_div_atTop (p ^ 4))
  -- squeeze between the two bounds
  refine tendsto_of_tendsto_of_tendsto_of_le_of_le' hlow tendsto_const_nhds ?_ ?_
  · filter_upwards [eventually_gt_atTop (0 : ℝ)] with c hc
    exact (kinetic_bounds hc p).1
  · filter_upwards [eventually_gt_atTop (0 : ℝ)] with c hc
    exact (kinetic_bounds hc p).2

end

end NumericalSpeedOfLight
```

```lean
#print axioms NumericalSpeedOfLight.kinetic_strictMonoOn_iff
-- 'NumericalSpeedOfLight.kinetic_strictMonoOn_iff' depends on axioms: [propext, Classical.choice, Quot.sound]
#print axioms NumericalSpeedOfLight.kinetic_error_lt
-- 'NumericalSpeedOfLight.kinetic_error_lt' depends on axioms: [propext, Classical.choice, Quot.sound]
#print axioms NumericalSpeedOfLight.stateKinetic_lt
-- 'NumericalSpeedOfLight.stateKinetic_lt' depends on axioms: [propext, Classical.choice, Quot.sound]
#print axioms NumericalSpeedOfLight.kinetic_tendsto
-- 'NumericalSpeedOfLight.kinetic_tendsto' depends on axioms: [propext, Classical.choice, Quot.sound]
```

## From the mass shell to the plane-wave sum

`mass_shell` squares the root with `Real.sq_sqrt`, and `excess_nonneg` supplies $g\ge0$. `kinetic_eq` takes $c$ out of the root, obtains $K=cg$ as `hk`, and adds half the mass shell by `linear_combination`. `kinetic_remainder` replaces $p^2$ by $g^2+2cg$ throughout; `field_simp` and `ring` then check the identity. In `kinetic_bounds`, `positivity` shows that the remainder is nonnegative.

`excess_lt` is the comparison $g'<g$, from which `kinetic_strictMonoOn_iff` derives the increase. For the converse, that theorem sets $p=0$ and compares $c=1$ with $c=2$, where strict increase would say $0<0$. `kinetic_error_lt` treats the two parts of $R_c$ separately with `gcongr`; strictness comes from the cubic part.

`Finset.sum_lt_sum` needs exactly the two facts used for superpositions: a weak inequality in every term and a strict one somewhere. The limit is a squeeze, with the bounds required only eventually, for $c>0$.

## Three products handed to `nlinarith`

In `excess_lt`, `nlinarith` has to refute $g\le g'$ from two quadratic equations. It is given three products of known sign:

$$(c'-c)g>0,\qquad c'(g'-g)\ge0,\qquad (g'-g)(g+g')\ge0 .$$

Twice the first, twice the second and once the third add up to the difference of the mass-shell relations, which is zero. With these products supplied, only linear arithmetic remains, with monomials such as $c'g'$ treated as unknowns.

## Heavier particles at equal momentum

The same argument compares masses. For a particle of mass $m>0$, put $g=\sqrt{p^2+m^2c^2}-mc$. Then $g^2+2mcg=p^2$, and the kinetic energy is $cg$. With $c>0$ fixed, raising $m$ raises $mc$ and therefore lowers $g$ when $p\neq0$. At equal nonzero momentum, the heavier particle has the smaller kinetic energy.
